# Kramers-Paired Bands Cross a Regular Energy an Even Number of Times in Total

A band structure can be described by a Hamiltonian $H(k)$ or by its energy curves alone. Here it is a finite family of labelled real functions $E_i(k)$, with $k$ measured in units of the inverse lattice period. In the main theorem, which counts crossings on $[0,\pi]$, time reversal enters only through degeneracies at the momenta $k=0$ and $k=\pi$. At each of these momenta there is a pairing of the labels: every label has a partner different from itself, the partner of the partner is the original label, and partners have equal energy. The two pairings may differ, so bands can switch partners between $0$ and $\pi$.

For spin-½ electrons with a time-reversal-symmetric Hamiltonian, this degeneracy is Kramers' theorem at the time-reversal-invariant momenta of a ribbon. It is assumed here and not derived from an antiunitary symmetry.

## From endpoint signs to an even total

Fix an energy $\mu$. Suppose that each $E_i$ is continuous on $[0,\pi]$, that $E_i(0)\neq\mu$ and $E_i(\pi)\neq\mu$, and that $E_i'(k)\neq0$ wherever $E_i(k)=\mu$. The slope condition excludes flat bands at $\mu$ and bands that touch $\mu$ with zero slope. Let $N_i$ be the number of crossings of band $i$. The claim is that every $N_i$ is finite and $\sum_i N_i$ is even.

**Finiteness.** The crossings of one band form a closed subset of $[0,\pi]$. If there were infinitely many, they would accumulate at some crossing $x$. But $E_i'(x)\neq0$ implies $E_i(k)\neq\mu$ for all $k\neq x$ close to $x$, a contradiction.

**Sign rule.** Put $g(k)=E_i(k)-\mu$. Then
$$g(0)\,g(\pi)\,(-1)^{N_i}>0 .$$
This is proved by induction on the number of zeros, for all continuous functions with simple zeros and nonzero endpoint values. Without zeros, the intermediate value theorem gives equal endpoint signs. Otherwise choose a zero $z$, which lies strictly between $0$ and $\pi$, and define
$$h(k)=\frac{g(k)}{k-z}\quad(k\neq z),\qquad h(z)=g'(z).$$
The function $h$ is continuous, and its zeros are those of $g$ other than $z$. At such a zero $x$, the product rule gives
$$g'(x)=h(x)+(x-z)h'(x)=(x-z)h'(x),$$
so $h'(x)\neq0$. The endpoint values satisfy
$$g(0)g(\pi)=-z(\pi-z)\,h(0)h(\pi).$$
Removing one zero therefore flips the sign of the endpoint product, which completes the induction.

**Sum over bands.** Let $b_i(0)$ be $1$ if $E_i(0)<\mu$ and $0$ otherwise, and define $b_i(\pi)$ likewise. By the sign rule, $N_i$ is even exactly when $b_i(0)=b_i(\pi)$, so $N_i+b_i(0)+b_i(\pi)$ is even. With $F(0)=\sum_i b_i(0)$ and $F(\pi)=\sum_i b_i(\pi)$, the sum
$$\sum_i N_i+F(0)+F(\pi)$$
is even. Partners have equal energy, so they lie below $\mu$ together or not at all. Hence $F(0)$ and $F(\pi)$ are even, and so is $\sum_i N_i$.

The smallest nonempty case has two bands, which are partners at both endpoints. If $\mu$ lies between the two endpoint energies, each band crosses an odd number of times; otherwise each crosses an even number of times. The total is even either way.

For a non-interacting ribbon that meets these conditions, an odd count on $[0,\pi]$ in a computed band plot shows an error in the plot or in the count. For example, two bands that cross $\mu$ at the same momentum may have been counted as one crossing. The count covers all bands and both edges, so it does not give the parity at a single edge, which, for $\mu$ in the bulk gap, distinguishes a quantum spin Hall insulator from an ordinary one.

## Bands, pairings and filled levels in Lean

```lean
import Mathlib

open Set Filter Topology
open scoped Real

namespace KramersRibbon

noncomputable section
```

Crossings are collected band by band. If two bands cross $\mu$ at the same momentum, both crossings count in the total.

```lean
/-- The momenta in `[0, π]` at which the band `f` takes the energy `mu`. -/
def crossings (f : ℝ → ℝ) (mu : ℝ) : Set ℝ := {k | k ∈ Icc 0 π ∧ f k = mu}
```

The assumptions on one band form a structure. Bands are functions on all of $\mathbb R$, but continuity is required only on $[0,\pi]$. Continuous differentiability is not needed. Lean's `deriv` is zero where a function is not differentiable, so the field `slope` also supplies differentiability at each crossing.

```lean
/-- A continuous band on `[0, π]` that avoids the energy `mu` at both endpoints and
crosses it only with nonzero slope. -/
structure RegularBand (f : ℝ → ℝ) (mu : ℝ) : Prop where
  cont : ContinuousOn f (Icc 0 π)
  ne_zero : f 0 ≠ mu
  ne_pi : f π ≠ mu
  slope : ∀ k ∈ crossings f mu, deriv f k ≠ 0
```

The map `σ` below is the pairing. The definition applies to a list of levels `v`, so it can be used separately at each endpoint. An involution without fixed points forces the number of bands to be even.

```lean
/-- The levels `v i` coincide in pairs: an involution without fixed points exchanges
the labels and preserves the energies. -/
def KramersPaired {ι : Type*} (v : ι → ℝ) : Prop :=
  ∃ σ : ι → ι, (∀ i, σ (σ i) = i) ∧ (∀ i, σ i ≠ i) ∧ ∀ i, v (σ i) = v i
```

The next definition is $F$, the number of levels strictly below $\mu$.

```lean
/-- The number of levels below the energy `mu`. -/
def filledCount {ι : Type*} [Fintype ι] (v : ι → ℝ) (mu : ℝ) : ℕ :=
  (Finset.univ.filter (fun i => v i < mu)).card
```

## Isolated crossings and the sign rule

The finiteness proof follows the compactness argument. The nonzero derivative gives `hev`, which says that $\mu$ is avoided in a punctured neighbourhood, and this contradicts the accumulation point `hacc`.

```lean
/-- A regular band crosses the energy `mu` finitely many times. -/
theorem crossings_finite {f : ℝ → ℝ} {mu : ℝ} (h : RegularBand f mu) :
    (crossings f mu).Finite := by
  have hclosed : IsClosed (crossings f mu) :=
    h.cont.preimage_isClosed_of_isClosed isClosed_Icc isClosed_singleton
  have hcomp : IsCompact (crossings f mu) :=
    isCompact_Icc.of_isClosed_subset hclosed (fun _ hk => hk.1)
  by_contra hinf
  -- an infinite set of crossings would accumulate at a crossing
  obtain ⟨x, hx, hacc⟩ :=
    Set.Infinite.exists_accPt_of_subset_isCompact hinf hcomp Subset.rfl
  have hd := (differentiableAt_of_deriv_ne_zero (h.slope x hx)).hasDerivAt
  have hev : ∀ᶠ y in 𝓝[≠] x, f y ≠ mu := hd.eventually_ne (h.slope x hx)
  rw [eventually_nhdsWithin_iff] at hev
  exact (accPt_iff_frequently.1 hacc) (hev.mono fun y hy hc => hy hc.1 hc.2.2)
```

The sign rule is stated on a general interval $[a,b]$, with the zeros listed in a finite set `Z`. The function `f` is quantified after `Z`, so the induction hypothesis can be applied to the quotient and not only to the original function.

```lean
/-- If all zeros of a continuous function on `[a, b]` are simple and lie inside, the
product of its endpoint values has the sign `(-1)` to the number of zeros. -/
theorem endpoint_sign_rule {a b : ℝ} (hab : a < b) (Z : Finset ℝ) :
    ∀ f : ℝ → ℝ, ContinuousOn f (Icc a b) →
      (∀ x, x ∈ Z ↔ x ∈ Icc a b ∧ f x = 0) → f a ≠ 0 → f b ≠ 0 →
      (∀ x ∈ Z, deriv f x ≠ 0) → 0 < f a * f b * (-1) ^ Z.card := by
  induction Z using Finset.induction_on with
  | empty =>
    intro f hf hZ _ _ _
    by_contra hneg
    rw [Finset.card_empty, pow_zero, mul_one] at hneg
    have h0 : (0 : ℝ) ∈ f '' Icc a b := by
      rcases mul_nonpos_iff.mp (not_lt.mp hneg) with ⟨h1, h2⟩ | ⟨h1, h2⟩
      · exact intermediate_value_Icc' hab.le hf ⟨h2, h1⟩
      · exact intermediate_value_Icc hab.le hf ⟨h1, h2⟩
    obtain ⟨x, hx, hx0⟩ := h0
    exact Finset.notMem_empty x ((hZ x).2 ⟨hx, hx0⟩)
  | insert z s hz ih =>
    intro f hf hZ ha hb hd
    obtain ⟨hzI, hz0⟩ := (hZ z).1 (Finset.mem_insert_self z s)
    have haz : a < z := lt_of_le_of_ne hzI.1 (by intro h; apply ha; rw [h]; exact hz0)
    have hzb : z < b := lt_of_le_of_ne hzI.2 (by intro h; apply hb; rw [← h]; exact hz0)
    have hdz := hd z (Finset.mem_insert_self z s)
    -- divide out the simple zero at z
    have hfac : ∀ x, f x = (x - z) * dslope f z x := by
      intro x
      have h := sub_smul_dslope f z x
      rw [smul_eq_mul, hz0, sub_zero] at h
      exact h.symm
    have hg : ContinuousOn (dslope f z) (Icc a b) :=
      (continuousOn_dslope (Icc_mem_nhds haz hzb)).2
        ⟨hf, differentiableAt_of_deriv_ne_zero hdz⟩
    have hne : ∀ x ∈ s, x ≠ z := fun x hx h => hz (h ▸ hx)
    have hmem : ∀ x, x ∈ s ↔ x ∈ Icc a b ∧ dslope f z x = 0 := by
      intro x
      constructor
      · intro hx
        obtain ⟨h1, h2⟩ := (hZ x).1 (Finset.mem_insert_of_mem hx)
        rw [hfac x] at h2
        exact ⟨h1, (mul_eq_zero.1 h2).resolve_left (sub_ne_zero.2 (hne x hx))⟩
      · rintro ⟨h1, h2⟩
        have hxz : x ≠ z := by
          intro h
          rw [h, dslope_same] at h2
          exact hdz h2
        have hx : x ∈ insert z s := (hZ x).2 ⟨h1, by rw [hfac x, h2, mul_zero]⟩
        exact (Finset.mem_insert.1 hx).resolve_left hxz
    have key := ih (dslope f z) hg hmem
      (fun h => ha (by rw [hfac a, h, mul_zero]))
      (fun h => hb (by rw [hfac b, h, mul_zero]))
      (by
        intro x hx h
        have hdx := hd x (Finset.mem_insert_of_mem hx)
        have hD : DifferentiableAt ℝ (dslope f z) x :=
          (differentiableAt_dslope_of_ne (hne x hx)).2
            (differentiableAt_of_deriv_ne_zero hdx)
        have h1 := ((hasDerivAt_id' x).sub_const z).fun_mul hD.hasDerivAt
        have h2 := h1.congr_of_eventuallyEq (Eventually.of_forall hfac)
        apply hdx
        rw [h2.deriv, ((hmem x).1 hx).2, h]
        ring)
    have hp := mul_pos (mul_pos (sub_pos.2 haz) (sub_pos.2 hzb)) key
    rw [Finset.card_insert_of_notMem hz, pow_succ, hfac a, hfac b]
    linear_combination hp
```

The proof turns on Mathlib's `dslope`. The value `dslope f z x` is the difference quotient $(f(x)-f(z))/(x-z)$ for $x\neq z$, and the derivative $f'(z)$ for $x=z$. When $f(z)=0$, this is exactly the function $h$ above, with its value at $z$ already filled in.

Two lemmas carry the argument. `sub_smul_dslope` gives the factorisation `hfac`, valid at every $x$ including $z$. `continuousOn_dslope` says that, on a neighbourhood of $z$, the quotient is continuous exactly when $f$ is continuous there and differentiable at $z$. The interval is such a neighbourhood because `haz` and `hzb` place $z$ strictly inside. The remaining steps identify the zeros of the quotient (`hmem`), show by the product rule that they are simple, and restore the factor $(a-z)(b-z)<0$.

## Parity of one band and of the family

For a single band, the sign rule is applied to $E_i-\mu$. The proof then splits on the parity of the crossing number and on the position of each endpoint value relative to $\mu$. Each case either has an even sum, which `omega` confirms, or contradicts the sign rule, which `nlinarith` detects.

```lean
/-- For one regular band, the number of crossings plus the number of endpoints at which
the band lies below `mu` is even. -/
theorem band_parity {f : ℝ → ℝ} {mu : ℝ} (h : RegularBand f mu) :
    Even ((crossings f mu).ncard + (if f 0 < mu then 1 else 0)
      + (if f π < mu then 1 else 0)) := by
  have hfin := crossings_finite h
  have key : 0 < (f 0 - mu) * (f π - mu) * (-1) ^ hfin.toFinset.card :=
    endpoint_sign_rule Real.pi_pos hfin.toFinset (fun k => f k - mu)
      (h.cont.sub continuousOn_const)
      (by intro x; simp [crossings, sub_eq_zero])
      (sub_ne_zero.2 h.ne_zero) (sub_ne_zero.2 h.ne_pi)
      (by
        intro x hx
        rw [deriv_sub_const]
        exact h.slope x (hfin.mem_toFinset.1 hx))
  rw [← Set.ncard_eq_toFinset_card _ hfin] at key
  rcases Nat.even_or_odd (crossings f mu).ncard with hp | hp
  · rw [hp.neg_one_pow] at key
    rw [Nat.even_iff] at hp ⊢
    split_ifs <;> first | omega | (exfalso; nlinarith)
  · rw [hp.neg_one_pow] at key
    rw [Nat.odd_iff] at hp
    rw [Nat.even_iff]
    split_ifs <;> first | omega | (exfalso; nlinarith)
```

Adding these even numbers over the bands gives a relation that does not use any pairing.

```lean
/-- For any finite family of regular bands, the total number of crossings plus the
numbers of levels below `mu` at `0` and at `π` is even. -/
theorem total_parity {ι : Type*} [Fintype ι] {E : ι → ℝ → ℝ} {mu : ℝ}
    (hE : ∀ i, RegularBand (E i) mu) :
    Even (∑ i, (crossings (E i) mu).ncard + filledCount (fun i => E i 0) mu
      + filledCount (fun i => E i π) mu) := by
  simp only [filledCount, Finset.card_filter]
  rw [← Finset.sum_add_distrib, ← Finset.sum_add_distrib, even_iff_two_dvd]
  exact Finset.dvd_sum fun i _ => (band_parity (hE i)).two_dvd
```

The pairing enters through `Finset.sum_involution`. The number of filled levels is written as a sum of ones modulo two, in which the contributions of partners cancel.

```lean
/-- If levels coincide in pairs, an even number of them lies below any energy `mu`. -/
theorem filledCount_even {ι : Type*} [Fintype ι] {v : ι → ℝ} (hv : KramersPaired v)
    (mu : ℝ) : Even (filledCount v mu) := by
  obtain ⟨σ, hinv, hne, hval⟩ := hv
  rw [← ZMod.natCast_eq_zero_iff_even, filledCount, Finset.card_eq_sum_ones, Nat.cast_sum]
  -- paired levels cancel modulo two
  exact Finset.sum_involution (fun i _ => σ i) (fun _ _ => by decide)
    (fun i _ _ => hne i) (fun i hi => by simpa [hval i] using hi) (fun i _ => hinv i)
```

The main theorem combines the three parity statements. Its hypotheses `h0` and `hpi` each provide their own involution, so partner switching is allowed.

```lean
/-- Regular bands that coincide in pairs at `0` and, possibly with another pairing, at `π`
cross the energy `mu` finitely often, and the total number of crossings is even. -/
theorem kramers_crossings_even {ι : Type*} [Fintype ι] {E : ι → ℝ → ℝ} {mu : ℝ}
    (hE : ∀ i, RegularBand (E i) mu) (h0 : KramersPaired fun i => E i 0)
    (hpi : KramersPaired fun i => E i π) :
    (∀ i, (crossings (E i) mu).Finite) ∧ Even (∑ i, (crossings (E i) mu).ncard) := by
  refine ⟨fun i => crossings_finite (hE i), ?_⟩
  have ht := total_parity hE
  have ha := filledCount_even h0 mu
  have hb := filledCount_even hpi mu
  rw [Nat.even_iff] at ht ha hb ⊢
  omega
```

## Four crossings at a time over the full zone

Suppose also that momentum reversal permutes the bands, $E_{\rho(i)}(-k)=E_i(k)$. The crossings of band $i$ at negative $k$ then mirror those of band $\rho(i)$ at positive $k$, so band $i$ has $N_i+N_{\rho(i)}$ crossings on $[-\pi,\pi]$. No crossing sits at $k=0$, so nothing is counted twice. Summing over $i$ gives $2\sum_i N_i$, a multiple of four.

```lean
/-- If regular bands coincide in pairs at `0` and at `π`, and reversing the momentum only permutes
the bands, their total number of crossings over `[-π, π]` is a multiple of four. -/
theorem full_zone_four_dvd {ι : Type*} [Fintype ι] {E : ι → ℝ → ℝ} {mu : ℝ}
    (hE : ∀ i, RegularBand (E i) mu) (h0 : KramersPaired fun i => E i 0)
    (hpi : KramersPaired fun i => E i π) (ρ : Equiv.Perm ι)
    (hT : ∀ i k, E (ρ i) (-k) = E i k) :
    4 ∣ ∑ i, {k | k ∈ Icc (-π) π ∧ E i k = mu}.ncard := by
  have hi : ∀ i, {k | k ∈ Icc (-π) π ∧ E i k = mu}.ncard
      = (crossings (E i) mu).ncard + (crossings (E (ρ i)) mu).ncard := by
    intro i
    -- band `i` on the left half of the zone mirrors band `ρ i` on the right half
    have hset : {k | k ∈ Icc (-π) π ∧ E i k = mu}
        = crossings (E i) mu ∪ Neg.neg '' crossings (E (ρ i)) mu := by
      ext k
      constructor
      · rintro ⟨⟨h1, h2⟩, h3⟩
        rcases le_total 0 k with h | h
        · exact Or.inl ⟨⟨h, h2⟩, h3⟩
        · exact Or.inr ⟨-k, ⟨⟨by linarith, by linarith⟩, (hT i k).trans h3⟩, neg_neg k⟩
      · rintro (⟨⟨h1, h2⟩, h3⟩ | ⟨q, ⟨⟨h1, h2⟩, h3⟩, rfl⟩)
        · exact ⟨⟨by linarith [Real.pi_pos], h2⟩, h3⟩
        · have h := hT i (-q)
          rw [neg_neg] at h
          exact ⟨⟨by linarith, by linarith [Real.pi_pos]⟩, h.symm.trans h3⟩
    have hdis : Disjoint (crossings (E i) mu) (Neg.neg '' crossings (E (ρ i)) mu) := by
      rw [Set.disjoint_left]
      rintro k ⟨⟨h1, _⟩, h3⟩ ⟨q, ⟨⟨h4, _⟩, _⟩, hq⟩
      have hq' : -q = k := hq
      have hk : k = 0 := by linarith
      rw [hk] at h3
      exact (hE i).ne_zero h3
    rw [hset, Set.ncard_union_eq hdis (crossings_finite (hE i))
      ((crossings_finite (hE (ρ i))).image _), Set.ncard_image_of_injective _ neg_injective]
  rw [Finset.sum_congr rfl fun i _ => hi i, Finset.sum_add_distrib,
    Equiv.sum_comp ρ (fun i => (crossings (E i) mu).ncard)]
  obtain ⟨m, hm⟩ := (kramers_crossings_even hE h0 hpi).2
  rw [hm]
  exact ⟨m, by ring⟩
```

## Partner switching, and a single pairing that fails

Four explicit bands show that the hypotheses of the main theorem can be met with different pairings at the two endpoints. They test the hypotheses only and are not the bands of a differentiable time-reversal-symmetric $H(k)$, for which a twofold level at $k=0$ splits with opposite slopes.

```lean
/-- Four bands, two flat and two linear, with energies `0`, `k`, `π - k` and `π`. -/
def switchingBands : Fin 4 → ℝ → ℝ :=
  ![fun _ => 0, fun k => k, fun k => π - k, fun _ => π]
```

With labels starting at zero, the partners at $k=0$ are $(0,1)$ and $(2,3)$; at $k=\pi$ they are $(0,2)$ and $(1,3)$. At $\mu=1$ the two linear bands cross once each, at $k=1$ and $k=\pi-1$.

```lean
/-- The four switching bands are regular at energy `1` and coincide in pairs at `0`
and at `π`. -/
theorem switchingBands_witness :
    (∀ i, RegularBand (switchingBands i) 1) ∧
      (KramersPaired fun i => switchingBands i 0) ∧
      (KramersPaired fun i => switchingBands i π) := by
  have hp := Real.pi_gt_three
  have hp1 : π ≠ 1 := by linarith
  refine ⟨?_, ⟨![1, 0, 3, 2], by decide, by decide, ?_⟩,
    ⟨![2, 3, 0, 1], by decide, by decide, ?_⟩⟩
  · intro i
    fin_cases i
    · show RegularBand (fun _ => (0 : ℝ)) 1
      exact ⟨continuousOn_const, zero_ne_one, zero_ne_one,
        fun k hk => absurd hk.2 zero_ne_one⟩
    · show RegularBand (fun k => k) 1
      refine ⟨continuousOn_id, zero_ne_one, hp1, fun k _ => ?_⟩
      rw [(hasDerivAt_id' k).deriv]
      exact one_ne_zero
    · show RegularBand (fun k => π - k) 1
      refine ⟨continuousOn_const.sub continuousOn_id, ?_, ?_, fun k _ => ?_⟩
      · simpa using hp1
      · simp
      · rw [((hasDerivAt_id' k).const_sub π).deriv]
        norm_num
    · show RegularBand (fun _ => π) 1
      exact ⟨continuousOn_const, hp1, hp1, fun k hk => absurd hk.2 hp1⟩
  · intro i
    fin_cases i <;> simp [switchingBands]
  · intro i
    fin_cases i <;> simp [switchingBands]
```

Pairing at one endpoint is not enough. The bands $k$ and $0$ coincide at $k=0$ but separate by $k=\pi$.

```lean
/-- Two bands with energies `k` and `0`. -/
def splitBands : Fin 2 → ℝ → ℝ := ![fun k => k, fun _ => 0]
```

At $\mu=1$ only the first band crosses, and it does so once. Both bands satisfy `RegularBand`, so the odd total comes from the missing pairing at $\pi$.

```lean
/-- The two split bands are regular at energy `1` and coincide at `0`, yet their total
number of crossings is one. -/
theorem one_pairing_insufficient :
    (∀ i, RegularBand (splitBands i) 1) ∧ (KramersPaired fun i => splitBands i 0) ∧
      ∑ i, (crossings (splitBands i) 1).ncard = 1 := by
  have hp := Real.pi_gt_three
  have hp1 : π ≠ 1 := by linarith
  refine ⟨Fin.forall_fin_two.2 ⟨?_, ?_⟩, ⟨![1, 0], by decide, by decide, ?_⟩, ?_⟩
  · show RegularBand (fun k => k) 1
    refine ⟨continuousOn_id, zero_ne_one, hp1, fun k _ => ?_⟩
    rw [(hasDerivAt_id' k).deriv]
    exact one_ne_zero
  · show RegularBand (fun _ => (0 : ℝ)) 1
    exact ⟨continuousOn_const, zero_ne_one, zero_ne_one,
      fun k hk => absurd hk.2 zero_ne_one⟩
  · intro i
    fin_cases i <;> simp [splitBands]
  · have h1 : crossings (splitBands 0) 1 = {1} := by
      ext k
      constructor
      · exact fun hk => hk.2
      · intro hk
        have hk1 : k = 1 := hk
        subst hk1
        exact ⟨⟨zero_le_one, by linarith⟩, rfl⟩
    have h2 : crossings (splitBands 1) 1 = ∅ := by
      ext k
      constructor
      · intro hk
        have h01 : (0 : ℝ) = 1 := hk.2
        exact absurd h01 zero_ne_one
      · exact fun hk => hk.elim
    rw [Fin.sum_univ_two, h1, h2, Set.ncard_singleton, Set.ncard_empty]

end

end KramersRibbon
```

```lean
#print axioms KramersRibbon.kramers_crossings_even
#print axioms KramersRibbon.full_zone_four_dvd
#print axioms KramersRibbon.one_pairing_insufficient
```

```
'KramersRibbon.kramers_crossings_even' depends on axioms: [propext, Classical.choice, Quot.sound]
'KramersRibbon.full_zone_four_dvd' depends on axioms: [propext, Classical.choice, Quot.sound]
'KramersRibbon.one_pairing_insufficient' depends on axioms: [propext, Classical.choice, Quot.sound]
```
